# For Hermitian matrices, going from 2^k to 2^(k+1) slices never raises the Trotter-sliced partition function

A ring polymer represents a quantum particle at inverse temperature β by P beads, and its partition function depends on P. What happens to it between one bead and two? Let the kinetic energy T and the potential energy V be Hermitian matrices, and put A = −βT, B = −βV, X = exp(A/2), Y = exp(B/2). One bead gives Tr X²Y², and two beads give Tr XYXY. The commutator C = XY − YX satisfies C† = −C, so

0 ≤ Tr CC† = −Tr C² = 2 Tr X²Y² − 2 Tr XYXY.

The second bead therefore cannot raise the partition function. The parts below extend this to every doubling that starts from a power of two. In a convergence study with 1, 2, 4, … beads, the exactly evaluated partition function of such a finite matrix model can only fall or stay the same.

In Lean, A and B are complex matrices whose rows and columns are labelled by a finite type `n`, for instance grid points or orthonormal basis functions, and † is written `ᴴ`. For a particle in continuous space, T is an unbounded operator on an infinite-dimensional space, and V may be unbounded too; the passage from finite matrices to that setting is left open.

```lean
import Mathlib

open Matrix

namespace SliceDoubling

variable {n : Type*} [Fintype n] [DecidableEq n]
```

The short-time factor is exp(A/P), with the inverse temperature already contained in A.

```lean
/-- The short-time factor `exp(A/P)` of one of `P` imaginary-time slices, for `P ≥ 1`. -/
noncomputable def sliceFactor (A : Matrix n n ℂ) (P : ℕ) : Matrix n n ℂ :=
  NormedSpace.exp ((P : ℂ)⁻¹ • A)
```

Write Z_P for the trace of the P-th power of exp(A/P) exp(B/P). It is `slicedTrace A B P` in Lean and has complex values, so its reality needs a proof.

```lean
/-- The sliced trace `Tr (exp(A/P) exp(B/P))^P`, for `P ≥ 1`. With `A = -βT` and `B = -βV` it is
the primitive partition function of a ring polymer with `P` beads. -/
noncomputable def slicedTrace (A B : Matrix n n ℂ) (P : ℕ) : ℂ :=
  trace ((sliceFactor A P * sliceFactor B P) ^ P)
```

## (a) Exchanging the two factors of a slice

Show that for all square matrices X, Y of equal size and every natural number m,

Tr (XY)^m = Tr (YX)^m.

**Solution.** For m = 0 both sides are Tr 1. Otherwise, shifting brackets gives X(YX)^m = (XY)^m X, and hence

Tr (XY)^(m+1) = Tr (XY)^m XY = Tr X(YX)^m Y = Tr (YX)^(m+1).

The last step is cyclicity of the trace. In Lean, `SemiconjBy` carries the bracket shift from the first power to the m-th.

Cyclicity rotates a product but does not reorder it. Replacing Tr XYXY by Tr X²Y² is a mistake that would make the two-bead and one-bead values always equal; for the Hermitian X, Y above they differ by half of Tr CC†.

```lean
/-- Cyclicity on the closed ring: the two factors of a slice may be exchanged under the trace
of a power. -/
theorem trace_pow_cyclic (X Y : Matrix n n ℂ) (m : ℕ) :
    trace ((X * Y) ^ m) = trace ((Y * X) ^ m) := by
  cases m with
  | zero => simp
  | succ m =>
    have hs : SemiconjBy X (Y * X) (X * Y) := (mul_assoc X Y X).symm
    have h : X * (Y * X) ^ m = (X * Y) ^ m * X := (hs.pow_right m).eq
    rw [pow_succ, ← mul_assoc, ← h, Matrix.trace_mul_comm, ← mul_assoc, ← pow_succ']
```

## (b) Reality of the traces

Show that for Hermitian X and Y

Im Tr (XY)^m = 0.

**Solution.** The complex conjugate of a trace is the trace of the adjoint. Since (XY)† = YX, the conjugate of Tr (XY)^m is Tr (YX)^m, which equals Tr (XY)^m by (a). Lean writes the conjugate as `star`.

```lean
/-- For Hermitian `X` and `Y` the trace of every power of `XY` is real. -/
theorem trace_pow_im_eq_zero {X Y : Matrix n n ℂ} (hX : X.IsHermitian) (hY : Y.IsHermitian)
    (m : ℕ) : (trace ((X * Y) ^ m)).im = 0 := by
  have h : star (trace ((X * Y) ^ m)) = trace ((X * Y) ^ m) := by
    rw [← Matrix.trace_conjTranspose, Matrix.conjTranspose_pow, Matrix.conjTranspose_mul,
      hX.eq, hY.eq, trace_pow_cyclic Y X]
  exact Complex.conj_eq_iff_im.mp h
```

## (c) Bounding the trace of a product

Show that for arbitrary square X and Y of equal size

|Tr XY| ≤ (Tr XX† + Tr YY†)/2.

**Solution.** Write Tr XY = Σ_i Σ_j X_ij Y_ji. From (|X_ij| − |Y_ji|)² ≥ 0 follows

|X_ij Y_ji| ≤ (|X_ij|² + |Y_ji|²)/2.

Sum over i and j, and use Tr ZZ† = Σ_i Σ_j |Z_ij|² for Z = X and Z = Y. In Lean, `hs` is this last formula, `hY` exchanges the two sums for Y, and `nlinarith` receives the square as a hint. The traces on the right appear through their real parts, `.re`, because their type is ℂ.

```lean
omit [DecidableEq n] in
/-- The modulus of `Tr XY` is at most the mean of `Tr XX†` and `Tr YY†`. -/
theorem norm_trace_mul_le (X Y : Matrix n n ℂ) :
    ‖trace (X * Y)‖ ≤ ((trace (X * Xᴴ)).re + (trace (Y * Yᴴ)).re) / 2 := by
  -- `Tr ZZ†` is the sum of the squared moduli of the entries
  have hs : ∀ Z : Matrix n n ℂ, (trace (Z * Zᴴ)).re = ∑ i, ∑ j, ‖Z i j‖ ^ 2 := by
    intro Z
    simp only [Matrix.trace, Matrix.diag_apply, Matrix.mul_apply, Matrix.conjTranspose_apply,
      Complex.re_sum]
    refine Finset.sum_congr rfl fun i _ => Finset.sum_congr rfl fun j _ => ?_
    rw [Complex.star_def, Complex.mul_conj, Complex.ofReal_re, Complex.sq_norm]
  have hY : ∑ i, ∑ j, ‖Y i j‖ ^ 2 = ∑ i, ∑ j, ‖Y j i‖ ^ 2 := Finset.sum_comm
  calc ‖trace (X * Y)‖ = ‖∑ i, ∑ j, X i j * Y j i‖ := by
        simp only [Matrix.trace, Matrix.diag_apply, Matrix.mul_apply]
    _ ≤ ∑ i, ∑ j, (‖X i j‖ ^ 2 + ‖Y j i‖ ^ 2) / 2 := by
        refine norm_sum_le_of_le _ fun i _ => norm_sum_le_of_le _ fun j _ => ?_
        rw [norm_mul]
        nlinarith [sq_nonneg (‖X i j‖ - ‖Y j i‖)]
    _ = _ := by
        rw [hs X, hs Y, hY]
        simp only [← Finset.sum_div, Finset.sum_add_distrib]
```

## (d) From a product to squares

Let X and Y be Hermitian and M = XY. Show that

Tr (MM†)^m = Tr (X²Y²)^m.

**Solution.** Here MM† = XYYX = X(Y²X). By (a), X may move to the other end of each factor, which gives Tr (Y²X²)^m. A second use of (a) exchanges Y² and X². The equations `e1` and `e2` in Lean do the regrouping.

```lean
/-- For Hermitian `X` and `Y`, the product `M = XY` satisfies `Tr (MM†)^m = Tr (X²Y²)^m`. -/
theorem trace_pow_mul_conjTranspose {X Y : Matrix n n ℂ} (hX : X.IsHermitian)
    (hY : Y.IsHermitian) (m : ℕ) :
    trace ((X * Y * (X * Y)ᴴ) ^ m) = trace ((X ^ 2 * Y ^ 2) ^ m) := by
  have e1 : X * Y * (Y * X) = X * (Y ^ 2 * X) := by simp only [pow_two, mul_assoc]
  have e2 : Y ^ 2 * X * X = Y ^ 2 * X ^ 2 := by simp only [pow_two, mul_assoc]
  rw [Matrix.conjTranspose_mul, hX.eq, hY.eq, e1, trace_pow_cyclic X (Y ^ 2 * X), e2,
    trace_pow_cyclic (Y ^ 2) (X ^ 2)]
```

## (e) Two bounds by one induction

Show for every natural number k that, with q = 2^k,

|Tr M^(2q)| ≤ Tr (MM†)^q for every square matrix M,

|Tr (HK)^q| ≤ |Tr H^q K^q| for Hermitian H and K.

**Solution.** For k = 0 the first bound is (c) with X = Y = M, and the second is an equality. Assume both at k. At k+1 the number q becomes 2q, and the first bound follows from

|Tr M^(4q)| ≤ Tr (M²(M²)†)^q
= Tr (M†M MM†)^q
≤ |Tr (M†M)^q (MM†)^q|
≤ (Tr (M†M)^(2q) + Tr (MM†)^(2q))/2
= Tr (MM†)^(2q).

In order, the lines use the first bound for M², the cyclic move of the last M†, the second bound with H = M†M and K = MM†, part (c), and part (a). For the second bound at k+1,

|Tr (HK)^(2q)| ≤ Tr (H²K²)^q ≤ |Tr H^(2q) K^(2q)|,

by the first bound for HK together with (d), and then the second bound for H² and K².

In this induction the step for each bound uses the other, so Lean proves their conjunction. The induction hypothesis splits into `hS` and `hT`, and `linarith` joins the inequalities `h1`, `h2` and `h3`.

```lean
/-- Two trace bounds for powers of two: `|Tr M^(2·2^k)| ≤ Tr (MM†)^(2^k)` for every matrix `M`,
and `|Tr (HK)^(2^k)| ≤ |Tr H^(2^k) K^(2^k)|` for Hermitian `H` and `K`. -/
theorem trace_pow_bounds (k : ℕ) :
    (∀ M : Matrix n n ℂ, ‖trace (M ^ (2 * 2 ^ k))‖ ≤ (trace ((M * Mᴴ) ^ (2 ^ k))).re) ∧
    (∀ H K : Matrix n n ℂ, H.IsHermitian → K.IsHermitian →
      ‖trace ((H * K) ^ (2 ^ k))‖ ≤ ‖trace (H ^ (2 ^ k) * K ^ (2 ^ k))‖) := by
  induction k with
  | zero =>
    refine ⟨fun M => ?_, fun H K _ _ => by simp⟩
    have h := norm_trace_mul_le M M
    simp only [pow_zero, mul_one, pow_one, pow_two]
    linarith
  | succ k ih =>
    obtain ⟨hS, hT⟩ := ih
    have re_le : ∀ z : ℂ, z.re ≤ ‖z‖ := fun z =>
      (le_abs_self _).trans (Complex.abs_re_le_norm z)
    have e : 2 ^ (k + 1) = 2 * 2 ^ k := pow_succ' 2 k
    refine ⟨fun M => ?_, fun H K hH hK => ?_⟩
    · -- apply the first bound to `M²` and regroup into `M†M` and `MM†`
      have e1 : M ^ (2 * 2 ^ (k + 1)) = (M ^ 2) ^ (2 * 2 ^ k) := by rw [← pow_mul, e]
      have e2 : trace ((M ^ 2 * (M ^ 2)ᴴ) ^ (2 ^ k))
          = trace ((Mᴴ * M * (M * Mᴴ)) ^ (2 ^ k)) := by
        have e3 : M ^ 2 * Mᴴ ^ 2 = M * (M * Mᴴ) * Mᴴ := by simp only [pow_two, mul_assoc]
        rw [Matrix.conjTranspose_pow, e3, trace_pow_cyclic (M * (M * Mᴴ)) Mᴴ,
          ← mul_assoc Mᴴ M]
      have hH : (Mᴴ * M).IsHermitian := Matrix.isHermitian_conjTranspose_mul_self M
      have hK : (M * Mᴴ).IsHermitian := Matrix.isHermitian_mul_conjTranspose_self M
      have h1 := hS (M ^ 2)
      have h2 := hT _ _ hH hK
      -- both Hermitian blocks have the same power traces
      have h3 := norm_trace_mul_le ((Mᴴ * M) ^ (2 ^ k)) ((M * Mᴴ) ^ (2 ^ k))
      rw [Matrix.conjTranspose_pow, Matrix.conjTranspose_pow, hH.eq, hK.eq, ← pow_add,
        ← pow_add, trace_pow_cyclic Mᴴ M, ← two_mul (2 ^ k : ℕ), ← e] at h3
      rw [e2] at h1
      rw [e1]
      linarith [re_le (trace ((Mᴴ * M * (M * Mᴴ)) ^ (2 ^ k)))]
    · -- pass from `HK` to `H²K²`, then use the second bound
      have hH2 : (H ^ 2).IsHermitian := by
        show (H ^ 2)ᴴ = H ^ 2
        rw [Matrix.conjTranspose_pow, hH.eq]
      have hK2 : (K ^ 2).IsHermitian := by
        show (K ^ 2)ᴴ = K ^ 2
        rw [Matrix.conjTranspose_pow, hK.eq]
      have h1 := hS (H * K)
      rw [trace_pow_mul_conjTranspose hH hK] at h1
      have h2 := hT _ _ hH2 hK2
      rw [← pow_mul, ← pow_mul] at h2
      rw [e]
      linarith [re_le (trace ((H ^ 2 * K ^ 2) ^ (2 ^ k)))]
```

## (f) The short-time factor is Hermitian

Show that for Hermitian A

exp(A/P)† = exp(A/P).

**Solution.** Taking the adjoint term by term in the exponential series gives exp(A/P)† = exp((A/P)†). Since P is real and A† = A, the exponent is unchanged.

```lean
/-- The short-time factor of a Hermitian matrix is Hermitian. -/
theorem sliceFactor_isHermitian {A : Matrix n n ℂ} (hA : A.IsHermitian) (P : ℕ) :
    (sliceFactor A P).IsHermitian := by
  show (sliceFactor A P)ᴴ = sliceFactor A P
  unfold sliceFactor
  rw [← Matrix.exp_conjTranspose, Matrix.conjTranspose_smul, hA.eq]
  simp
```

## (g) Joining two fine factors

Show that

exp(A/(2P))² = exp(A/P).

**Solution.** A/(2P) commutes with itself, so the exponents add to 2·A/(2P) = A/P. This holds for any square A.

```lean
/-- Two successive factors of the finer slicing make one factor of the coarser slicing. -/
theorem sliceFactor_two_mul_sq (A : Matrix n n ℂ) (P : ℕ) :
    sliceFactor A (2 * P) ^ 2 = sliceFactor A P := by
  unfold sliceFactor
  rw [← Matrix.exp_nsmul, ← Nat.cast_smul_eq_nsmul ℂ, smul_smul]
  congr 2
  push_cast
  ring
```

## (h) Doubling the slices

Let A and B be Hermitian and P = 2^k. Show that

Im Z_2P = 0, Im Z_P = 0, Z_2P ≤ Z_P.

**Solution.** Reality follows from (b) and (f). Put X = exp(A/(2P)), Y = exp(B/(2P)) and M = XY. Then

Z_2P = Tr M^(2P) ≤ Tr (MM†)^P = Tr (X²Y²)^P = Z_P,

by (e), (d) and (g). The Lean statement has the same three components, with the inequality between real parts and 2P written as `2 * 2 ^ k`. A and B can be any Hermitian matrices; no sign of the energies is assumed.

```lean
/-- Monotonicity under slice doubling: for Hermitian `A`, `B` and `P = 2^k`, the sliced traces
with `2P` and with `P` slices are real, and the former is at most the latter. -/
theorem slicedTrace_doubling {A B : Matrix n n ℂ} (hA : A.IsHermitian) (hB : B.IsHermitian)
    (k : ℕ) :
    (slicedTrace A B (2 * 2 ^ k)).im = 0 ∧ (slicedTrace A B (2 ^ k)).im = 0 ∧
      (slicedTrace A B (2 * 2 ^ k)).re ≤ (slicedTrace A B (2 ^ k)).re := by
  have hX := sliceFactor_isHermitian hA (2 * 2 ^ k)
  have hY := sliceFactor_isHermitian hB (2 * 2 ^ k)
  refine ⟨trace_pow_im_eq_zero hX hY _, trace_pow_im_eq_zero (sliceFactor_isHermitian hA _)
    (sliceFactor_isHermitian hB _) _, ?_⟩
  have h := (trace_pow_bounds k).1 (sliceFactor A (2 * 2 ^ k) * sliceFactor B (2 * 2 ^ k))
  rw [trace_pow_mul_conjTranspose hX hY, sliceFactor_two_mul_sq, sliceFactor_two_mul_sq] at h
  exact ((le_abs_self _).trans (Complex.abs_re_le_norm _)).trans h
```

Hermiticity of A alone does not give the inequality. With the Pauli matrices σx and σz, take A = σx and B = iπσz. Then exp(B) = −1, so Z_1 = −2 cosh 1. For two slices exp(B/2) = iσz, and since σz reverses the sign of σx,

(exp(σx/2) iσz)² = −exp(σx/2) exp(−σx/2) = −1.

Hence Z_2 = −2, which is larger than Z_1.

## (i) The whole sequence of doublings

Show that for Hermitian A and B

Z_1 ≥ Z_2 ≥ Z_4 ≥ Z_8 ≥ …

**Solution.** Apply (h) for k = 0, 1, 2, … in turn. `Antitone` states this for any two members of the sequence, and `antitone_nat_of_succ_le` reduces it to neighbours. Bead numbers such as 3 or 6 do not enter, and nothing is said about the limit of many slices.

```lean
/-- For Hermitian `A` and `B` the sliced traces with 1, 2, 4, 8, … slices never increase. -/
theorem slicedTrace_antitone {A B : Matrix n n ℂ} (hA : A.IsHermitian) (hB : B.IsHermitian) :
    Antitone fun k : ℕ => (slicedTrace A B (2 ^ k)).re := by
  refine antitone_nat_of_succ_le fun k => ?_
  rw [pow_succ' 2 k]
  exact (slicedTrace_doubling hA hB k).2.2
```

## (j) Commuting energies

Let AB = BA and P ≥ 1. Show that

Z_P = Tr exp(A+B).

**Solution.** For commuting matrices exp(A/P) exp(B/P) = exp((A+B)/P), and the P-th power of this is exp(A+B). Slicing then costs nothing, and doubling leaves the partition function unchanged. Hermiticity is not used. The hypothesis `hP` excludes P = 0, where the zeroth power would give Tr 1.

```lean
/-- If `A` and `B` commute, the sliced trace equals `Tr exp(A+B)` for every number `P ≥ 1`
of slices. -/
theorem slicedTrace_of_commute {A B : Matrix n n ℂ} (h : Commute A B) {P : ℕ} (hP : P ≠ 0) :
    slicedTrace A B P = trace (NormedSpace.exp (A + B)) := by
  have hP' : (P : ℂ) ≠ 0 := Nat.cast_ne_zero.mpr hP
  unfold slicedTrace sliceFactor
  rw [← Matrix.exp_add_of_commute _ _ ((h.smul_left _).smul_right _), ← smul_add,
    ← Matrix.exp_nsmul, ← Nat.cast_smul_eq_nsmul ℂ, smul_smul, mul_inv_cancel₀ hP', one_smul]

end SliceDoubling
```

```lean
#print axioms SliceDoubling.sliceFactor_isHermitian
#print axioms SliceDoubling.slicedTrace_antitone
#print axioms SliceDoubling.slicedTrace_of_commute
```

```
'SliceDoubling.sliceFactor_isHermitian' depends on axioms: [propext, Classical.choice, Quot.sound]
'SliceDoubling.slicedTrace_antitone' depends on axioms: [propext, Classical.choice, Quot.sound]
'SliceDoubling.slicedTrace_of_commute' depends on axioms: [propext, Classical.choice, Quot.sound]
```
